# Spin imbalance never lowers the free energy below the balanced mean when both spins share real propagators and non-negative field weights

## Fields, propagators and canonical traces

Let s run over a finite set of auxiliary-field configurations, each with a real weight p(s) ≥ 0. The weights need not sum to one. For each s let B(s) be a real square matrix, the one-body propagator, indexed by a finite set of orbitals or sites. Both spin species move with the same B(s).

For a matrix B and a particle number m, define

e_m(B) = sum over all m-element index sets S of det B_SS,

where B_SS keeps the rows and columns in S. This is the sum of the m by m principal minors, with e_0(B) = 1 and e_1(B) = tr B. It is the trace of the propagator over the states of m identical fermions: S lists the occupied orbitals, and the determinant is the diagonal matrix element in that state.

The partition function with m up and n down particles, and its free energy at β > 0, are

Z(m,n) = Σ_s p(s) e_m(B(s)) e_n(B(s))

F(m,n) = −log Z(m,n) / β.

The assumption Z(m,n) > 0 gives the logarithm its meaning. It is not automatic: e_m can be negative for a general real matrix, and it vanishes when m exceeds the number of orbitals. When Z(m,n) is a trace of exp(−βH), it is positive as soon as the sector contains at least one state.

## From a sum of squares to a free-energy cost

The claim is that

F(m,n) ≥ (F(m,m) + F(n,n)) / 2.

Write a(s) = e_m(B(s)) and b(s) = e_n(B(s)). Multiplying out the balanced partition functions and averaging over the two names of the summation indices gives

Z(m,m) Z(n,n) = ½ Σ_s Σ_t p(s) p(t) [a(s)² b(t)² + a(t)² b(s)²].

Likewise

Z(m,n)² = Σ_s Σ_t p(s) p(t) a(s) b(s) a(t) b(t).

Subtracting, we complete a square:

Z(m,m) Z(n,n) − Z(m,n)² = ½ Σ_s Σ_t p(s) p(t) [a(s) b(t) − a(t) b(s)]².

Every term on the right is non-negative, so Z(m,n)² ≤ Z(m,m) Z(n,n). Since Z(m,n) > 0, the product on the right is positive. Each balanced partition function is a weighted sum of squares, hence non-negative, so both are positive and their free energies are well defined. Taking logarithms,

F(m,n) − (F(m,m) + F(n,n))/2 = [log(Z(m,m) Z(n,n)) − log Z(m,n)²] / (2β) ≥ 0.

Equality requires every term of the double sum to vanish. This means a(s) b(t) = a(t) b(s) for any two fields of non-zero weight: the vectors (a(s), b(s)) and (a(t), b(t)) are linearly dependent.

## The odd sector between its even neighbours

Set m = n + 1. The free energy of the spin sector (n + 1, n), with 2n + 1 particles, then lies at or above the mean of those of the balanced sectors (n, n) and (n + 1, n + 1), and strictly above it once two contributing fields violate the proportionality condition. The spin numbers are held fixed here: counting the sector (n, n + 1) as well would lower the odd free energy by log 2/β. For simulations of attractive fermions this gives the sign of the even-odd gap at fixed spin numbers, for a finite field sum with non-negative weights and identical real propagators for the two spins.

One site with two fields of weight 1 and propagators 1 and 3 shows the effect. Here Z(0,0) = 2, Z(1,0) = 4 and Z(1,1) = 10, so the gap is log(20/16)/(2β) = log(5/4)/(2β).

## Negative weights can reverse the inequality

Keep one site and two fields, but take weights 2 and −1 with propagators 2 and 1. Then

Z(0,0) = 1, Z(1,0) = 3, Z(1,1) = 7.

All three are positive, yet Z(1,0)² = 9 exceeds Z(1,1) Z(0,0) = 7, and F(1,0) lies below the mean. Positivity of the three partition functions is therefore not enough without a condition on the weights.

## The gap as a fluctuation in an attractive Hubbard calculation

Let n↑ and n↓ be the occupation numbers of a single site. For the interaction −U(n↑ − ½)(n↓ − ½) with U > 0, a time step Δτ can be decoupled on each site by a field x = ±1:

exp[ΔτU(n↑ − ½)(n↓ − ½)] = ½ exp(−ΔτU/4) Σ_x exp[γx(n↑ + n↓ − 1)], with cosh γ = exp(ΔτU/2).

The field couples to the charge, so both spins receive the same propagator, a product of factors exp(−ΔτK) exp(γX) over the time slices. Here K is the real hopping matrix and X is the diagonal matrix of the fields on a slice. The prefactors and exp(−γx) are positive and go into p(s). At a finite time step the resulting Z(m,n) is the Trotter approximation to the trace of exp(−βH), with β equal to Δτ times the number of slices.

Suppose fields are sampled in the balanced sector with weight p(s) e_n(B(s))², and e_n(B(s)) ≠ 0 for every field with p(s) > 0. Put r(s) = e_{n+1}(B(s)) / e_n(B(s)), and let ⟨ ⟩ be the average over the sampled fields. Then ⟨r⟩ = Z(n+1,n)/Z(n,n) and ⟨r²⟩ = Z(n+1,n+1)/Z(n,n), so the gap is

log(⟨r²⟩ / ⟨r⟩²) / (2β).

It grows with the relative variance of r over the fields.

## Reading the theorems in Lean

The type `σ` holds the field configurations and `ι` the orbitals; both are finite. `canonicalTrace m B` is e_m(B), with `powersetCard m` supplying the index sets S and `submatrix` the restricted matrix. `sectorZ p B m n` is Z(m,n), and `freeEnergy β p B m n` is F(m,n).

In `spin_imbalance_costs`, the hypotheses `hβ`, `hp` and `hZ` say that β > 0, that all weights are non-negative, and that Z(m,n) > 0. The conclusion is the inequality above. `imbalance_free_iff` gives the exact equality condition, `even_odd_gap_pos` the strict inequality for m = n + 1, and `even_odd_gap_witness` the one-site example with propagators 1 and 3.

The number β is a free parameter, not tied to the construction of B(s). The interpretation of e_m as a fermion trace and the Hubbard decoupling belong to the physics supplied here; the file starts from principal minors and given matrices. Continuous fields, complex propagators and spin-dependent propagators lie beyond its assumptions, and it gives no positive lower bound on the gap that holds for all system sizes.

## The complete file

```lean
import Mathlib

open Finset

namespace AttractiveEvenOdd

noncomputable section

variable {σ ι : Type*} [Fintype σ] [Fintype ι] [DecidableEq ι]

/-- The `m`-particle canonical trace of a one-body propagator `B`:
the sum of its `m` by `m` principal minors. -/
def canonicalTrace (m : ℕ) (B : Matrix ι ι ℝ) : ℝ :=
  ∑ S ∈ (univ : Finset ι).powersetCard m,
    (B.submatrix (fun i : S => (i : ι)) (fun i : S => (i : ι))).det

/-- The partition function with `m` up and `n` down particles, both spins moving in the
same auxiliary field `s` of weight `p s`. -/
def sectorZ (p : σ → ℝ) (B : σ → Matrix ι ι ℝ) (m n : ℕ) : ℝ :=
  ∑ s, p s * canonicalTrace m (B s) * canonicalTrace n (B s)

/-- The free energy `-log Z(m,n) / β` of a spin sector, meant for `β > 0` and `Z(m,n) > 0`. -/
def freeEnergy (β : ℝ) (p : σ → ℝ) (B : σ → Matrix ι ι ℝ) (m n : ℕ) : ℝ :=
  -Real.log (sectorZ p B m n) / β

/-- The zero-particle canonical trace is one. -/
theorem canonicalTrace_zero (B : Matrix ι ι ℝ) : canonicalTrace 0 B = 1 := by
  simp [canonicalTrace]

/-- The canonical trace over the one-particle sector is the trace of the propagator. -/
theorem canonicalTrace_one (B : Matrix ι ι ℝ) : canonicalTrace 1 B = B.trace := by
  unfold canonicalTrace
  rw [Finset.powersetCard_one, Finset.sum_map]
  refine Finset.sum_congr rfl fun i _ => ?_
  have hsub : Subsingleton (({i} : Finset ι) : Type _) :=
    ⟨fun a b => Subtype.ext
      ((Finset.mem_singleton.1 a.2).trans (Finset.mem_singleton.1 b.2).symm)⟩
  exact Matrix.det_eq_elem_of_subsingleton _ (⟨i, Finset.mem_singleton_self i⟩ : ({i} : Finset ι))

/-- Lagrange identity for spin sectors: `Z(m,m) Z(n,n) - Z(m,n)²` is half a double sum over
fields of weighted squares. -/
theorem sector_lagrange (p : σ → ℝ) (B : σ → Matrix ι ι ℝ) (m n : ℕ) :
    sectorZ p B m m * sectorZ p B n n - sectorZ p B m n ^ 2 =
      (1 / 2) * ∑ s, ∑ t, p s * p t *
        (canonicalTrace m (B s) * canonicalTrace n (B t) -
          canonicalTrace m (B t) * canonicalTrace n (B s)) ^ 2 := by
  have key : ∑ s, ∑ t, p s * p t *
        (canonicalTrace m (B s) * canonicalTrace n (B t) -
          canonicalTrace m (B t) * canonicalTrace n (B s)) ^ 2 =
      sectorZ p B m m * sectorZ p B n n + sectorZ p B n n * sectorZ p B m m
        - 2 * (sectorZ p B m n * sectorZ p B m n) := by
    simp only [sectorZ, Finset.sum_mul_sum]
    simp only [Finset.mul_sum, ← Finset.sum_add_distrib, ← Finset.sum_sub_distrib]
    refine Finset.sum_congr rfl fun s _ => Finset.sum_congr rfl fun t _ => ?_
    ring
  rw [key]
  ring

/-- For non-negative field weights, `Z(m,n)² ≤ Z(m,m) Z(n,n)`. -/
theorem sectorZ_sq_le {p : σ → ℝ} (hp : ∀ s, 0 ≤ p s) (B : σ → Matrix ι ι ℝ) (m n : ℕ) :
    sectorZ p B m n ^ 2 ≤ sectorZ p B m m * sectorZ p B n n := by
  have hL := sector_lagrange p B m n
  have h0 : 0 ≤ ∑ s, ∑ t, p s * p t *
      (canonicalTrace m (B s) * canonicalTrace n (B t) -
        canonicalTrace m (B t) * canonicalTrace n (B s)) ^ 2 :=
    Finset.sum_nonneg fun s _ => Finset.sum_nonneg fun t _ =>
      mul_nonneg (mul_nonneg (hp s) (hp t)) (sq_nonneg _)
  linarith

/-- For non-negative field weights and `Z(m,n) > 0`, the free-energy cost of spin imbalance is
`(log (Z(m,m) Z(n,n)) - log Z(m,n)²) / (2β)`, and the product `Z(m,m) Z(n,n)` is positive. -/
theorem imbalance_cost (β : ℝ) {p : σ → ℝ} (hp : ∀ s, 0 ≤ p s) (B : σ → Matrix ι ι ℝ)
    {m n : ℕ} (hZ : 0 < sectorZ p B m n) :
    0 < sectorZ p B m m * sectorZ p B n n ∧
    freeEnergy β p B m n - (freeEnergy β p B m m + freeEnergy β p B n n) / 2 =
      (Real.log (sectorZ p B m m * sectorZ p B n n) - Real.log (sectorZ p B m n ^ 2))
        / (2 * β) := by
  have hpos : 0 < sectorZ p B m m * sectorZ p B n n :=
    lt_of_lt_of_le (pow_pos hZ 2) (sectorZ_sq_le hp B m n)
  refine ⟨hpos, ?_⟩
  rw [Real.log_mul (left_ne_zero_of_mul hpos.ne') (right_ne_zero_of_mul hpos.ne'), Real.log_pow]
  unfold freeEnergy
  push_cast
  ring

/-- Spin imbalance costs free energy: for non-negative field weights, `β > 0` and `Z(m,n) > 0`,
`F(m,n)` is at least the mean of `F(m,m)` and `F(n,n)`. -/
theorem spin_imbalance_costs {β : ℝ} (hβ : 0 < β) {p : σ → ℝ} (hp : ∀ s, 0 ≤ p s)
    (B : σ → Matrix ι ι ℝ) {m n : ℕ} (hZ : 0 < sectorZ p B m n) :
    (freeEnergy β p B m m + freeEnergy β p B n n) / 2 ≤ freeEnergy β p B m n := by
  have hc := (imbalance_cost β hp B hZ).2
  have hlog := Real.log_le_log (pow_pos hZ 2) (sectorZ_sq_le hp B m n)
  have h0 := div_nonneg (sub_nonneg.2 hlog) (by positivity : 0 ≤ 2 * β)
  linarith

/-- For non-negative field weights, `β > 0` and `Z(m,n) > 0`, imbalance is free of cost exactly
when the `m`- and `n`-particle traces are proportional over all fields of non-zero weight. -/
theorem imbalance_free_iff {β : ℝ} (hβ : 0 < β) {p : σ → ℝ} (hp : ∀ s, 0 ≤ p s)
    (B : σ → Matrix ι ι ℝ) {m n : ℕ} (hZ : 0 < sectorZ p B m n) :
    freeEnergy β p B m n = (freeEnergy β p B m m + freeEnergy β p B n n) / 2 ↔
      ∀ s t, p s ≠ 0 → p t ≠ 0 →
        canonicalTrace m (B s) * canonicalTrace n (B t) =
          canonicalTrace m (B t) * canonicalTrace n (B s) := by
  obtain ⟨hpos, hc⟩ := imbalance_cost β hp B hZ
  have hL := sector_lagrange p B m n
  have hnn : ∀ s t, 0 ≤ p s * p t *
      (canonicalTrace m (B s) * canonicalTrace n (B t) -
        canonicalTrace m (B t) * canonicalTrace n (B s)) ^ 2 := fun s t =>
    mul_nonneg (mul_nonneg (hp s) (hp t)) (sq_nonneg _)
  constructor
  · intro h s t hs ht
    -- zero cost forces every square in the Lagrange identity to vanish
    rw [h, sub_self] at hc
    have hlog := (div_eq_zero_iff.1 hc.symm).resolve_right (by positivity)
    have hz := Real.log_injOn_pos (Set.mem_Ioi.2 hpos) (Set.mem_Ioi.2 (pow_pos hZ 2))
      (sub_eq_zero.1 hlog)
    rw [hz, sub_self] at hL
    have hsum := (mul_eq_zero.1 hL.symm).resolve_left (by norm_num)
    have h1 := (Finset.sum_eq_zero_iff_of_nonneg
      (fun s _ => Finset.sum_nonneg fun t _ => hnn s t)).1 hsum s (mem_univ s)
    have h2 := (Finset.sum_eq_zero_iff_of_nonneg (fun t _ => hnn s t)).1 h1 t (mem_univ t)
    have h3 := (mul_eq_zero.1 h2).resolve_left (mul_ne_zero hs ht)
    exact sub_eq_zero.1 ((pow_eq_zero_iff two_ne_zero).1 h3)
  · intro h
    rw [Finset.sum_eq_zero, mul_zero] at hL
    · rw [sub_eq_zero.1 hL, sub_self, zero_div] at hc
      exact sub_eq_zero.1 hc
    · intro s _
      refine Finset.sum_eq_zero fun t _ => ?_
      by_cases hs : p s = 0
      · simp [hs]
      by_cases ht : p t = 0
      · simp [ht]
      rw [h s t hs ht]
      ring

/-- Even-odd effect: for non-negative weights, `β > 0` and `Z(n+1,n) > 0`, the free energy of the
spin sector `(n+1,n)` lies strictly above the mean of those of `(n,n)` and `(n+1,n+1)` if the `n+1`-
and `n`-particle traces are not proportional between two fields of non-zero weight. -/
theorem even_odd_gap_pos {β : ℝ} (hβ : 0 < β) {p : σ → ℝ} (hp : ∀ s, 0 ≤ p s)
    (B : σ → Matrix ι ι ℝ) {n : ℕ} (hZ : 0 < sectorZ p B (n + 1) n) {s t : σ}
    (hs : p s ≠ 0) (ht : p t ≠ 0)
    (hst : canonicalTrace (n + 1) (B s) * canonicalTrace n (B t) ≠
      canonicalTrace (n + 1) (B t) * canonicalTrace n (B s)) :
    (freeEnergy β p B (n + 1) (n + 1) + freeEnergy β p B n n) / 2 <
      freeEnergy β p B (n + 1) n :=
  lt_of_le_of_ne (spin_imbalance_costs hβ hp B hZ) fun h =>
    hst ((imbalance_free_iff hβ hp B hZ).1 h.symm s t hs ht)

/-- One site with two equally weighted fields and propagators `1` and `3`: for `β > 0` the free
energy of a single up particle lies strictly above the mean of those of the empty and the doubly
occupied site. -/
theorem even_odd_gap_witness {β : ℝ} (hβ : 0 < β) :
    (freeEnergy β (fun _ : Fin 2 => 1) ![!![(1 : ℝ)], !![3]] 1 1 +
      freeEnergy β (fun _ : Fin 2 => 1) ![!![(1 : ℝ)], !![3]] 0 0) / 2 <
      freeEnergy β (fun _ : Fin 2 => 1) ![!![(1 : ℝ)], !![3]] 1 0 := by
  refine even_odd_gap_pos (n := 0) (s := 0) (t := 1) hβ (fun _ => zero_le_one) _ ?_
    one_ne_zero one_ne_zero ?_
  · norm_num [sectorZ, canonicalTrace_zero, canonicalTrace_one, Fin.sum_univ_two, Matrix.trace]
  · norm_num [canonicalTrace_zero, canonicalTrace_one, Matrix.trace]

end

end AttractiveEvenOdd
```

```lean
#print axioms AttractiveEvenOdd.spin_imbalance_costs
-- 'AttractiveEvenOdd.spin_imbalance_costs' depends on axioms: [propext, Classical.choice, Quot.sound]
#print axioms AttractiveEvenOdd.even_odd_gap_pos
-- 'AttractiveEvenOdd.even_odd_gap_pos' depends on axioms: [propext, Classical.choice, Quot.sound]
```

## How the Lean proof handles the squares and logarithms

`canonicalTrace_zero` evaluates the determinant of the empty matrix. `canonicalTrace_one` rewrites the one-element subsets as singletons, and each 1 by 1 determinant becomes a diagonal entry.

`sector_lagrange` is the completed square. Its intermediate equation `key` writes the product of the balanced partition functions in both orders. After `Finset.sum_mul_sum` turns products into double sums, the two sides agree term by term and `ring` finishes the algebra. This replaces the renaming of indices in the derivation above.

`sectorZ_sq_le` adds non-negativity of the summands. `imbalance_cost` deduces that the product Z(m,m) Z(n,n) is positive, which makes both factors non-zero, and then expands the logarithms of the product and of the square. `spin_imbalance_costs` combines that formula with monotonicity of the logarithm, `Real.log_le_log`.

For the forward direction of `imbalance_free_iff`, zero cost makes the two logarithms equal. Injectivity of the logarithm on positive numbers, `Real.log_injOn_pos`, makes their arguments equal, so the double sum vanishes. Applying `Finset.sum_eq_zero_iff_of_nonneg` to the outer and then the inner sum isolates one pair of fields; non-zero weights leave only the square to vanish. Conversely, proportionality makes every term zero, with the fields of zero weight treated separately.

`even_odd_gap_pos` joins the inequality to the failure of the equality condition. `even_odd_gap_witness` applies it to the one-site example, where it remains to check that Z(1,0) is positive and that the products 1 · 1 and 3 · 1 differ.
